# The spin-orbit constant of a partly filled shell's Hund term: ζ/(2S) below half filling, −ζ/(2S) above

A crystal-field model of an ion's ground term often contains the coupling λ L·S, while an atomic calculation supplies the one-electron parameter ζ. If the model's coupling is to be taken from such a calculation, rather than fitted to measured splittings, ζ is converted into λ. The conversion below is for one l shell with n electrons in a single Hund determinant, and it fixes λ by matching one diagonal matrix element.

In Lean 4 with Mathlib:

```lean
import Mathlib

open Finset

namespace HundSpinOrbit

noncomputable section
```

## Filling the shell

Number the spin orbitals i = 0, …, 4l+1. The first 2l+1 have spin up and the rest spin down, and in each group m_l descends from l to −l:

m_l = l − i for i < 2l+1, and m_l = l − (i − (2l+1)) otherwise.

The projections are real numbers in units of ħ.

```lean
/-- Orbital projection `m_l` of the `i`-th spin orbital (`i = 0, ..., 4l+1`) in Hund's filling
order: from `l` down to `-l` with spin up, then again from `l` down to `-l` with spin down. -/
def ml (l i : ℕ) : ℝ := if i < 2 * l + 1 then (l : ℝ) - i else (l : ℝ) - (i - (2 * l + 1))
```

Correspondingly, m_s = 1/2 for i < 2l+1 and m_s = −1/2 afterwards.

```lean
/-- Spin projection `m_s` of the `i`-th spin orbital in Hund's filling order. -/
def ms (l i : ℕ) : ℝ := if i < 2 * l + 1 then 1 / 2 else -1 / 2
```

The determinant with n electrons occupies i = 0, …, n−1. Its total orbital projection M_L = Σ m_l serves as L.

```lean
/-- Total orbital projection `M_L` of the Hund determinant with `n` electrons. -/
def ML (l n : ℕ) : ℝ := ∑ i ∈ range n, ml l i
```

Its total spin projection M_S = Σ m_s serves as S.

```lean
/-- Total spin projection `M_S` of the Hund determinant with `n` electrons. -/
def MS (l n : ℕ) : ℝ := ∑ i ∈ range n, ms l i
```

## One scalar product for l·s and L·S

The z component is diagonal: ⟨m'|j_z|m⟩ = m if m' = m, and 0 otherwise.

```lean
/-- Matrix element `⟨m'| j_z |m⟩`, in units of `ħ`. -/
def jz (m' m : ℝ) : ℝ := if m' = m then m else 0
```

The raising operator connects neighbouring projections:

⟨m+1|j₊|m⟩ = √(j(j+1) − m(m+1)).

```lean
/-- Matrix element `⟨j m'| j₊ |j m⟩` of the raising operator, for projections `m', m` between
`-j` and `j`. -/
def jp (j m' m : ℝ) : ℝ := if m' = m + 1 then √(j * (j + 1) - m * (m + 1)) else 0
```

These elements are real, so those of j₋ follow by exchanging the two projections. For angular momenta of sizes j and k,

j·k = j_z k_z + (j₊k₋ + j₋k₊)/2.

`angDot` takes the two sizes first, then the bra projections, then the ket projections.

```lean
/-- Matrix element `⟨m' s'| j·k |m s⟩` of the scalar product of two angular momenta of sizes
`j` and `k`, written as `j_z k_z + (j₊ k₋ + j₋ k₊) / 2`. -/
def angDot (j k m' s' m s : ℝ) : ℝ :=
  jz m' m * jz s' s + (jp j m' m * jp k s s' + jp j m m' * jp k s' s) / 2
```

The parameter ζ stands for the radial average of the spin-orbit interaction, common to all orbitals of the shell. The determinant's spin-orbit energy is

E = ζ Σ ⟨l·s⟩, summed over occupied spin orbitals.

```lean
/-- Spin-orbit energy of the Hund determinant: `ζ` times the sum of the diagonal elements of
`l·s` over the occupied spin orbitals. -/
def soEnergy (ζ : ℝ) (l n : ℕ) : ℝ :=
  ζ * ∑ i ∈ range n, angDot l (1 / 2) (ml l i) (ms l i) (ml l i) (ms l i)
```

The constant λ, written `lam`, is defined by equating E with the diagonal element of λ L·S in the state M_L = L, M_S = S. That the determinant is this stretched state, and that the spin-orbit operator acts within the term as a multiple of L·S, are standard results not proved here. The physical assumption is that the ion is described by a single LS term of one shell, with the mixing of other terms neglected.

```lean
/-- `lam` is a spin-orbit constant of the Hund term: with `L = M_L` and `S = M_S`, the operator
`lam L·S` has in the stretched state the same diagonal element as the spin-orbit energy of the
Hund determinant. -/
def IsTermConstant (ζ : ℝ) (l n : ℕ) (lam : ℝ) : Prop :=
  lam * angDot (ML l n) (MS l n) (ML l n) (MS l n) (ML l n) (MS l n) = soEnergy ζ l n
```

## Reducing the energy to a sum of projections

Since m ≠ m + 1, ladder operators have no diagonal elements. Only j_z k_z survives, and ⟨j·k⟩ = m s.

```lean
/-- The diagonal element of `j·k` in a state with definite projections is the product of the
two projections. -/
theorem angDot_diag (j k m s : ℝ) : angDot j k m s m s = m * s := by
  -- a ladder operator has no diagonal elements
  have h : ∀ a x : ℝ, jp a x x = 0 := by
    intro a x
    have hx : ¬ (x = x + 1) := by
      intro h
      linarith
    unfold jp
    exact if_neg hx
  simp [angDot, jz, h]
```

For n ≤ 2l+1,

M_L = Σ (l − i) = nl − n(n−1)/2 = n(2l+1−n)/2.

This vanishes at n = 2l+1. With k further electrons the spin-down orbitals repeat the pattern, giving M_L = k(2l+1−k)/2. Both expressions are positive strictly between their zeros. The proof obtains them by induction, adding one electron at a time (`up` and `down`).

```lean
/-- The total `M_L` of the Hund determinant vanishes at half filling and is positive for every
other partly filled shell. -/
theorem ML_sign (l : ℕ) : ML l (2 * l + 1) = 0 ∧
    ∀ n, 0 < n → n < 4 * l + 2 → n ≠ 2 * l + 1 → 0 < ML l n := by
  -- running total while spin-up orbitals are filled
  have up : ∀ n : ℕ, n ≤ 2 * l + 1 → ML l n = (n : ℝ) * (2 * l + 1 - n) / 2 := by
    intro n
    induction n with
    | zero => intro _; simp [ML]
    | succ n ih =>
      intro h
      have hn : n < 2 * l + 1 := by omega
      have s : ML l (n + 1) = ML l n + ml l n := Finset.sum_range_succ (ml l) n
      rw [s, ih (by omega), ml, if_pos hn]
      push_cast
      ring
  -- the same total is repeated by the spin-down orbitals
  have down : ∀ k : ℕ, ML l (2 * l + 1 + k) = (k : ℝ) * (2 * l + 1 - k) / 2 := by
    intro k
    induction k with
    | zero =>
      rw [Nat.add_zero, up _ le_rfl]
      push_cast
      ring
    | succ k ih =>
      have hk : ¬ (2 * l + 1 + k < 2 * l + 1) := by omega
      have s : ML l (2 * l + 1 + (k + 1)) = ML l (2 * l + 1 + k) + ml l (2 * l + 1 + k) :=
        Finset.sum_range_succ (ml l) (2 * l + 1 + k)
      rw [s, ih, ml, if_neg hk]
      push_cast
      ring
  have pos : ∀ k : ℕ, 0 < k → k < 2 * l + 1 → 0 < (k : ℝ) * (2 * l + 1 - k) / 2 := by
    intro k h0 h1
    have a : (0 : ℝ) < k := by exact_mod_cast h0
    have b : (k : ℝ) < 2 * l + 1 := by exact_mod_cast h1
    exact div_pos (mul_pos a (sub_pos.2 b)) two_pos
  refine ⟨by simpa using down 0, ?_⟩
  intro n h0 h1 hne
  rcases lt_or_gt_of_ne hne with h | h
  · rw [up n h.le]
    exact pos n h0 h
  · obtain ⟨k, rfl⟩ := Nat.exists_eq_add_of_le (le_of_lt h)
    rw [down k]
    exact pos k (by omega) (by omega)
```

Up to half filling every m_s is 1/2, so

Σ m_l m_s = M_L/2.

```lean
/-- Up to half filling, the sum of `m_l m_s` over the Hund determinant is `M_L / 2`. -/
theorem sum_ml_ms_of_le {l n : ℕ} (hn : n ≤ 2 * l + 1) :
    ∑ i ∈ range n, ml l i * ms l i = ML l n / 2 := by
  unfold ML
  rw [Finset.sum_div]
  apply Finset.sum_congr rfl
  intro i hi
  have h : i < 2 * l + 1 := lt_of_lt_of_le (Finset.mem_range.1 hi) hn
  rw [ms, if_pos h]
  ring
```

The half-filled shell contributes 0 to both M_L and Σ m_l m_s. Each later electron adds m_l to the first and −m_l/2 to the second, hence

Σ m_l m_s = −M_L/2 for n ≥ 2l+1.

The induction starts at the half-filled shell.

```lean
/-- From half filling on, the sum of `m_l m_s` over the Hund determinant is `-M_L / 2`. -/
theorem sum_ml_ms_of_ge {l n : ℕ} (hn : 2 * l + 1 ≤ n) :
    ∑ i ∈ range n, ml l i * ms l i = -ML l n / 2 := by
  obtain ⟨k, rfl⟩ := Nat.exists_eq_add_of_le hn
  clear hn
  induction k with
  | zero =>
    -- the half-filled shell contributes nothing
    rw [Nat.add_zero, sum_ml_ms_of_le le_rfl, (ML_sign l).1]
    norm_num
  | succ k ih =>
    have hk : ¬ (2 * l + 1 + k < 2 * l + 1) := by omega
    have m : ms l (2 * l + 1 + k) = -1 / 2 := by rw [ms, if_neg hk]
    have s : ML l (2 * l + 1 + (k + 1)) = ML l (2 * l + 1 + k) + ml l (2 * l + 1 + k) :=
      Finset.sum_range_succ (ml l) (2 * l + 1 + k)
    have t : ∑ i ∈ range (2 * l + 1 + (k + 1)), ml l i * ms l i =
        ∑ i ∈ range (2 * l + 1 + k), ml l i * ms l i
          + ml l (2 * l + 1 + k) * ms l (2 * l + 1 + k) :=
      Finset.sum_range_succ (fun i => ml l i * ms l i) (2 * l + 1 + k)
    rw [t, s, ih, m]
    ring
```

## Solving for λ

Up to half filling, n spins of 1/2 give M_S = n/2.

```lean
/-- Up to half filling, the Hund determinant has `M_S = n / 2`. -/
theorem MS_of_le {l n : ℕ} (hn : n ≤ 2 * l + 1) : MS l n = (n : ℝ) / 2 := by
  have h : MS l n = ∑ _i ∈ range n, (1 / 2 : ℝ) := by
    apply Finset.sum_congr rfl
    intro i hi
    have h : i < 2 * l + 1 := lt_of_lt_of_le (Finset.mem_range.1 hi) hn
    rw [ms, if_pos h]
  rw [h, Finset.sum_const, Finset.card_range, nsmul_eq_mul]
  ring
```

With k spin-down electrons added,

M_S = (2l+1)/2 − k/2 = (4l+2−n)/2,

which up to the full shell is half the number of holes.

```lean
/-- From half filling on, `M_S` is half the number `4l + 2 - n` of holes. -/
theorem MS_of_ge {l n : ℕ} (hn : 2 * l + 1 ≤ n) : MS l n = (4 * l + 2 - n : ℝ) / 2 := by
  obtain ⟨k, rfl⟩ := Nat.exists_eq_add_of_le hn
  clear hn
  induction k with
  | zero =>
    rw [Nat.add_zero, MS_of_le le_rfl]
    push_cast
    ring
  | succ k ih =>
    have hk : ¬ (2 * l + 1 + k < 2 * l + 1) := by omega
    have s : MS l (2 * l + 1 + (k + 1)) = MS l (2 * l + 1 + k) + ms l (2 * l + 1 + k) :=
      Finset.sum_range_succ (ms l) (2 * l + 1 + k)
    rw [s, ih, ms, if_neg hk]
    push_cast
    ring
```

For 0 < n < 2l+1 the defining equation reads

λ L S = ζ L/2.

Here L and S are positive, so cancelling L gives λ = ζ/(2S), and the equivalence says that no other value satisfies the definition. `mul_left_cancel₀` performs the cancellation.

The bound cannot be relaxed to n ≤ 2l+1. For p³, L = 1 + 0 − 1 = 0 and E = 0, so every λ satisfies the equation.

```lean
/-- For a shell that is neither empty nor half filled but less than half filled, the spin-orbit
constant of the Hund term is `ζ / (2S)`, with `S = M_S`, and no other value. -/
theorem termConstant_less_than_half {l n : ℕ} (h0 : 0 < n) (h1 : n < 2 * l + 1) (ζ lam : ℝ) :
    IsTermConstant ζ l n lam ↔ lam = ζ / (2 * MS l n) := by
  have hL : 0 < ML l n := (ML_sign l).2 n h0 (by omega) (by omega)
  have hS : 0 < MS l n := by
    rw [MS_of_le h1.le]
    have a : (0 : ℝ) < n := by exact_mod_cast h0
    linarith
  unfold IsTermConstant soEnergy
  simp only [angDot_diag]
  rw [sum_ml_ms_of_le h1.le, eq_div_iff (mul_pos two_pos hS).ne']
  constructor
  · intro h
    -- cancel the nonzero total `M_L`
    apply mul_left_cancel₀ hL.ne'
    linear_combination 2 * h
  · intro h
    linear_combination (ML l n / 2) * h
```

For 2l+1 < n < 4l+2 the right-hand side changes sign:

λ L S = −ζ L/2, so λ = −ζ/(2S).

For ζ > 0 this is the sign change associated with inverted multiplets in Hund's third rule; the J levels themselves are not constructed here.

```lean
/-- For a shell more than half filled but not full, the spin-orbit constant of the Hund term is
`-ζ / (2S)`, with `S = M_S`, and no other value. -/
theorem termConstant_more_than_half {l n : ℕ} (h0 : 2 * l + 1 < n) (h1 : n < 4 * l + 2)
    (ζ lam : ℝ) : IsTermConstant ζ l n lam ↔ lam = -ζ / (2 * MS l n) := by
  have hL : 0 < ML l n := (ML_sign l).2 n (by omega) h1 (by omega)
  have hS : 0 < MS l n := by
    rw [MS_of_ge h0.le]
    have a : (n : ℝ) < 4 * l + 2 := by exact_mod_cast h1
    linarith
  unfold IsTermConstant soEnergy
  simp only [angDot_diag]
  rw [sum_ml_ms_of_ge h0.le, eq_div_iff (mul_pos two_pos hS).ne']
  constructor
  · intro h
    apply mul_left_cancel₀ hL.ne'
    linear_combination 2 * h
  · intro h
    linear_combination (ML l n / 2) * h
```

Finally, let p = 4l+2−n with 0 < n < 2l+1. Both shells have S = n/2, so their constants are ζ/n for n electrons and −ζ/n for n holes. The comparison uses the same ζ for both, whereas two different ions generally have different values.

```lean
/-- In a given shell and for the same `ζ`, the Hund terms of `n` electrons and of `n` holes have
opposite spin-orbit constants, for `0 < n < 2l + 1`. -/
theorem termConstant_electron_hole {l n p : ℕ} (h0 : 0 < n) (h1 : n < 2 * l + 1)
    (hp : n + p = 4 * l + 2) (ζ lam : ℝ) :
    IsTermConstant ζ l n lam ↔ IsTermConstant ζ l p (-lam) := by
  have c : (n : ℝ) + p = 4 * l + 2 := by exact_mod_cast hp
  have e : (4 * l + 2 - p : ℝ) = n := by linarith
  rw [termConstant_less_than_half h0 h1,
    termConstant_more_than_half (show 2 * l + 1 < p by omega) (by omega),
    MS_of_le h1.le, MS_of_ge (show 2 * l + 1 ≤ p by omega), e, neg_div, neg_inj]

end

end HundSpinOrbit
```

```lean
#print axioms HundSpinOrbit.termConstant_more_than_half
#print axioms HundSpinOrbit.termConstant_electron_hole
```

```
'HundSpinOrbit.termConstant_more_than_half' depends on axioms: [propext, Classical.choice, Quot.sound]
'HundSpinOrbit.termConstant_electron_hole' depends on axioms: [propext, Classical.choice, Quot.sound]
```
